# The isotropic part of a quadratic spin density drops out of the angular dipolar hyperfine tensor

## Directions, sphere integral and tensor

```lean
import Mathlib

open Real Matrix

namespace DipolarHyperfine

noncomputable section
```

Mathlib supplies the calculus and matrix algebra. Indices 0, 1, 2 stand for $x,y,z$; `⬝ᵥ` is the dot product, `*ᵥ` applies a matrix to a vector, and `ᵀ` transposes.

```lean
/-- The unit vector with polar angle `θ` and azimuth `φ`. -/
def dir (θ φ : ℝ) : Fin 3 → ℝ := ![sin θ * cos φ, sin θ * sin φ, cos θ]
```

This is $n(\theta,\phi)=(\sin\theta\cos\phi,\ \sin\theta\sin\phi,\ \cos\theta)$.

```lean
/-- The integral of a function of direction over the unit sphere. -/
def sphereInt (F : (Fin 3 → ℝ) → ℝ) : ℝ :=
  ∫ θ in (0 : ℝ)..π, ∫ φ in (0 : ℝ)..(2 * π), F (dir θ φ) * sin θ
```

The sphere integral is $\int F\,d\Omega=\int_0^\pi\!\int_0^{2\pi}F(n)\sin\theta\,d\phi\,d\theta$.

```lean
/-- The angular part of the dipolar hyperfine tensor of a spin density `ρ`. -/
def dipolarTensor (ρ : (Fin 3 → ℝ) → ℝ) : Matrix (Fin 3) (Fin 3) ℝ :=
  Matrix.of fun i j => sphereInt fun n =>
    ρ n * (3 * n i * n j - (1 : Matrix (Fin 3) (Fin 3) ℝ) i j)
```

For a real angular spin density $\rho$, the tensor is
$$T_{ij}=\int\rho(n)\,(3n_in_j-\delta_{ij})\,d\Omega .$$
The matrix `1` has entries $\delta_{ij}$. The radial average of $r^{-3}$, the magnetic prefactors and the Fermi contact term are left out. For a spin density that is a radial function times $\rho(n)$, with $n$ the direction from the nucleus whose hyperfine tensor is sought, $T$ is the angular factor of the dipolar term. The on-site spin density of a PAW calculation is in general a sum of such products, each with its own radial factor and its own $T$. The results below are for $\rho(n)=a+n\cdot Qn$, with $a$ a real number and $Q$ a real $3\times3$ matrix.

```lean
/-- The Kronecker delta of two Cartesian indices. -/
def kron (i j : Fin 3) : ℕ := if i = j then 1 else 0
```

This is $\delta_{ij}$ as a natural number, convenient for counting exponents.

```lean
/-- The relative weight of the quartic monomial `x^p y^q z^r` on the sphere. -/
def weight (p q r : ℕ) : ℕ :=
  if p % 2 = 1 ∨ q % 2 = 1 ∨ r % 2 = 1 then 0 else if p = 4 ∨ q = 4 ∨ r = 4 then 3 else 1
```

For $p+q+r=4$, the weight of $x^py^qz^r$ is 0 if any exponent is odd, 3 for a fourth power, and 1 for a product of two squares.

## Moments of the direction

```lean
/-- The polar integral of an even quartic polynomial in `cos θ` with weight `sin θ`. -/
theorem polar_int {f : ℝ → ℝ} (a b d : ℝ)
    (hf : ∀ θ, f θ = (a + b * cos θ ^ 2 + d * cos θ ^ 4) * sin θ) :
    ∫ θ in (0 : ℝ)..π, f θ = 2 * a + 2 * b / 3 + 2 * d / 5 := by
  have hd : ∀ θ, HasDerivAt (fun θ => -(a * cos θ + b * cos θ ^ 3 / 3 + d * cos θ ^ 5 / 5))
      ((a + b * cos θ ^ 2 + d * cos θ ^ 4) * sin θ) θ := by
    intro θ
    have h := Real.hasDerivAt_cos θ
    refine ((((h.const_mul a).fun_add (((h.fun_pow 3).const_mul b).div_const 3)).fun_add
      (((h.fun_pow 5).const_mul d).div_const 5)).fun_neg).congr_deriv ?_
    simp only [Nat.reduceSub, Nat.cast_ofNat]
    ring
  simp only [hf]
  rw [intervalIntegral.integral_eq_sub_of_hasDerivAt (fun θ _ => hd θ)
    (Continuous.intervalIntegrable (by fun_prop) _ _)]
  simp only [cos_pi, cos_zero]
  ring
```

With $u=\cos\theta$, the integral is
$$\int_{-1}^{1}(a+bu^2+du^4)\,du=2a+\tfrac{2b}{3}+\tfrac{2d}{5}.$$
Lean differentiates an explicit antiderivative and applies the fundamental theorem of calculus. The hypothesis `hf` lets the integrand be written in any equivalent form.

```lean
/-- The azimuthal integral of an even quartic polynomial in `cos φ`. -/
theorem azimuthal_int {f : ℝ → ℝ} (a b d : ℝ)
    (hf : ∀ φ, f φ = a + b * cos φ ^ 2 + d * cos φ ^ 4) :
    ∫ φ in (0 : ℝ)..(2 * π), f φ = 2 * π * a + π * b + 3 * π / 4 * d := by
  have hd : ∀ x, HasDerivAt (fun x => a * x + b * (x + sin x * cos x) / 2
      + d * (3 * x + 3 * (sin x * cos x) + 2 * (sin x * cos x ^ 3)) / 8)
      (a + b * cos x ^ 2 + d * cos x ^ 4) x := by
    intro x
    have hx := hasDerivAt_id' x
    have hc := Real.hasDerivAt_cos x
    have hs := Real.hasDerivAt_sin x
    refine (((hx.const_mul a).fun_add
      (((hx.fun_add (hs.fun_mul hc)).const_mul b).div_const 2)).fun_add
      (((((hx.const_mul 3).fun_add ((hs.fun_mul hc).const_mul 3)).fun_add
      ((hs.fun_mul (hc.fun_pow 3)).const_mul 2)).const_mul d).div_const 8)).congr_deriv ?_
    simp only [Nat.reduceSub, Nat.cast_ofNat]
    linear_combination (-b / 2 - d * (3 + 6 * cos x ^ 2) / 8) * sin_sq_add_cos_sq x
  simp only [hf]
  rw [intervalIntegral.integral_eq_sub_of_hasDerivAt (fun θ _ => hd θ)
    (Continuous.intervalIntegrable (by fun_prop) _ _)]
  simp only [cos_two_pi, sin_two_pi, cos_zero, sin_zero]
  ring
```

Over a full turn, $\cos^2\phi$ averages $1/2$ and $\cos^4\phi$ averages $3/8$, so the integral is $2\pi a+\pi b+\tfrac{3\pi}{4}d$. The proof again uses an antiderivative.

```lean
set_option maxHeartbeats 400000 in
/-- The sphere integral of every quartic monomial in the components of the direction. -/
theorem sphereInt_monomial (p q r : ℕ) (h4 : p + q + r = 4) :
    sphereInt (fun n => n 0 ^ p * n 1 ^ q * n 2 ^ r) = 4 * π / 15 * (weight p q r : ℝ) := by
  have h : ∀ θ φ, dir θ φ 0 ^ p * dir θ φ 1 ^ q * dir θ φ 2 ^ r * sin θ
      = (sin θ ^ (p + q + 1) * cos θ ^ r) * (cos φ ^ p * sin φ ^ q) := by
    intro θ φ
    change (sin θ * cos φ) ^ p * (sin θ * sin φ) ^ q * cos θ ^ r * sin θ = _
    rw [mul_pow, mul_pow]
    ring
  simp only [sphereInt, h, intervalIntegral.integral_const_mul,
    intervalIntegral.integral_mul_const]
  have hc : q % 2 = 1 ∨ r % 2 = 1 ∨ (p = 4 ∧ q = 0 ∧ r = 0) ∨ (p = 0 ∧ q = 4 ∧ r = 0) ∨
      (p = 0 ∧ q = 0 ∧ r = 4) ∨ (p = 2 ∧ q = 2 ∧ r = 0) ∨ (p = 2 ∧ q = 0 ∧ r = 2) ∨
      (p = 0 ∧ q = 2 ∧ r = 2) := by
    clear h
    by_cases hq : q % 2 = 1
    · exact Or.inl hq
    by_cases hr : r % 2 = 1
    · exact Or.inr (Or.inl hr)
    have hq' : q = 0 ∨ q = 2 ∨ q = 4 := by omega
    have hr' : r = 0 ∨ r = 2 ∨ r = 4 := by omega
    obtain rfl : p = 4 - q - r := by omega
    rcases hq' with rfl | rfl | rfl <;> rcases hr' with rfl | rfl | rfl <;>
      first
        | decide
        | (exfalso; omega)
  clear h
  rcases hc with hq | hr | ⟨rfl, rfl, rfl⟩ | ⟨rfl, rfl, rfl⟩ | ⟨rfl, rfl, rfl⟩ |
    ⟨rfl, rfl, rfl⟩ | ⟨rfl, rfl, rfl⟩ | ⟨rfl, rfl, rfl⟩
  · -- odd in y: reflect the azimuth
    have h := intervalIntegral.integral_comp_sub_left (a := 0) (b := 2 * π)
      (fun φ => cos φ ^ p * sin φ ^ q) (2 * π)
    simp only [Real.cos_two_pi_sub, Real.sin_two_pi_sub, (Nat.odd_iff.mpr hq).neg_pow, mul_neg,
      intervalIntegral.integral_neg, sub_self, sub_zero] at h
    have h0 : ∫ φ in (0 : ℝ)..(2 * π), cos φ ^ p * sin φ ^ q = 0 := by linarith
    rw [h0]
    simp [weight, hq]
  · -- odd in z: reflect the polar angle
    have h := intervalIntegral.integral_comp_sub_left (a := 0) (b := π)
      (fun θ => sin θ ^ (p + q + 1) * cos θ ^ r) π
    simp only [Real.cos_pi_sub, Real.sin_pi_sub, (Nat.odd_iff.mpr hr).neg_pow, mul_neg,
      intervalIntegral.integral_neg, sub_self, sub_zero] at h
    have h0 : ∫ θ in (0 : ℝ)..π, sin θ ^ (p + q + 1) * cos θ ^ r = 0 := by linarith
    rw [h0]
    simp [weight, hr]
  on_goal 6 => rw [polar_int 0 1 (-1), azimuthal_int 1 (-1) 0]
  on_goal 5 => rw [polar_int 0 1 (-1), azimuthal_int 0 1 0]
  on_goal 4 => rw [polar_int 1 (-2) 1, azimuthal_int 0 1 (-1)]
  on_goal 3 => rw [polar_int 0 0 1, azimuthal_int 1 0 0]
  on_goal 2 => rw [polar_int 1 (-2) 1, azimuthal_int 1 (-2) 1]
  on_goal 1 => rw [polar_int 1 (-2) 1, azimuthal_int 0 0 1]
  all_goals first
    | (intro x
       have hs := sin_sq_add_cos_sq x
       first
         | ring1
         | linear_combination hs
         | linear_combination cos x ^ 2 * hs
         | linear_combination sin x * cos x ^ 2 * hs
         | linear_combination (sin x ^ 2 + 1 - cos x ^ 2) * hs
         | linear_combination sin x * (sin x ^ 2 + 1 - cos x ^ 2) * hs)
    | (change _ = 4 * π / 15 * ((3 : ℕ) : ℝ); push_cast; ring1)
    | (change _ = 4 * π / 15 * ((1 : ℕ) : ℝ); push_cast; ring1)
```

Each monomial factorises:
$$\int_0^\pi\sin^{p+q+1}\theta\cos^r\theta\,d\theta\int_0^{2\pi}\cos^p\phi\sin^q\phi\,d\phi .$$
If $q$ is odd, $\phi\to2\pi-\phi$ reverses the sign; if $r$ is odd, $\theta\to\pi-\theta$ does. An odd $p$ forces one of these cases, because the exponents sum to 4. The rest are

- $x^4,y^4$: $\frac{16}{15}\cdot\frac{3\pi}{4}=\frac{4\pi}{5}$
- $z^4$: $\frac25\cdot2\pi=\frac{4\pi}{5}$
- $x^2y^2$: $\frac{16}{15}\cdot\frac{\pi}{4}=\frac{4\pi}{15}$
- $x^2z^2,y^2z^2$: $\frac{4}{15}\cdot\pi=\frac{4\pi}{15}$

Lean makes the same case split, using $\sin^2+\cos^2=1$ to reach the two preceding integrals.

```lean
/-- The sphere integral is linear on continuous functions of direction. -/
theorem sphereInt_sum {ι : Type} [Fintype ι] (c : ι → ℝ) (F : ι → (Fin 3 → ℝ) → ℝ)
    (hF : ∀ i, Continuous (F i)) :
    sphereInt (fun n => ∑ i, c i * F i n) = ∑ i, c i * sphereInt (F i) := by
  have hdir : Continuous fun p : ℝ × ℝ => dir p.1 p.2 := by
    refine continuous_pi fun i => ?_
    fin_cases i
    · change Continuous fun p : ℝ × ℝ => sin p.1 * cos p.2
      fun_prop
    · change Continuous fun p : ℝ × ℝ => sin p.1 * sin p.2
      fun_prop
    · change Continuous fun p : ℝ × ℝ => cos p.1
      fun_prop
  have hc : ∀ i, Continuous fun p : ℝ × ℝ => F i (dir p.1 p.2) * sin p.1 := fun i =>
    ((hF i).comp hdir).mul (by fun_prop)
  have h1 : ∀ θ, ∫ φ in (0 : ℝ)..(2 * π), ∑ i, c i * (F i (dir θ φ) * sin θ)
      = ∑ i, c i * ∫ φ in (0 : ℝ)..(2 * π), F i (dir θ φ) * sin θ := by
    intro θ
    have h3 : ∀ i ∈ (Finset.univ : Finset ι), IntervalIntegrable
        (fun φ => c i * (F i (dir θ φ) * sin θ)) MeasureTheory.volume 0 (2 * π) := fun i _ =>
      (continuous_const.mul
        ((hc i).comp (by fun_prop : Continuous fun φ : ℝ => (θ, φ)))).intervalIntegrable _ _
    rw [intervalIntegral.integral_finsetSum h3]
    simp only [intervalIntegral.integral_const_mul]
  have h2 : ∀ i, Continuous fun θ => ∫ φ in (0 : ℝ)..(2 * π), F i (dir θ φ) * sin θ := fun i =>
    intervalIntegral.continuous_parametric_intervalIntegral_of_continuous'
      (f := fun θ φ => F i (dir θ φ) * sin θ) (hc i) 0 (2 * π)
  simp only [sphereInt, Finset.sum_mul, mul_assoc, h1]
  have h4 : ∀ i ∈ (Finset.univ : Finset ι), IntervalIntegrable
      (fun θ => c i * ∫ φ in (0 : ℝ)..(2 * π), F i (dir θ φ) * sin θ)
      MeasureTheory.volume 0 π := fun i _ =>
    (continuous_const.mul (h2 i)).intervalIntegrable _ _
  rw [intervalIntegral.integral_finsetSum h4]
  simp only [intervalIntegral.integral_const_mul]
```

Constants and finite sums pass through both integrals. Continuity of each $F_i$ supplies the integrability that Lean requires, first in $\phi$, then in $\theta$.

```lean
set_option maxRecDepth 20000 in
/-- The fourth moment of the direction is `4π/15` times the sum, over the three ways of pairing the
four indices, of the products of Kronecker deltas. -/
theorem fourth_moment (k l i j : Fin 3) :
    sphereInt (fun n => n k * n l * n i * n j) = 4 * π / 15 *
      ((kron k l * kron i j + kron k i * kron l j + kron k j * kron l i : ℕ) : ℝ) := by
  have h4 : ∀ k l i j : Fin 3, (kron k 0 + kron l 0 + kron i 0 + kron j 0)
      + (kron k 1 + kron l 1 + kron i 1 + kron j 1)
      + (kron k 2 + kron l 2 + kron i 2 + kron j 2) = 4 := by decide
  have hw : ∀ k l i j : Fin 3, weight (kron k 0 + kron l 0 + kron i 0 + kron j 0)
      (kron k 1 + kron l 1 + kron i 1 + kron j 1) (kron k 2 + kron l 2 + kron i 2 + kron j 2)
      = kron k l * kron i j + kron k i * kron l j + kron k j * kron l i := by decide
  have hn : ∀ (n : Fin 3 → ℝ) (i : Fin 3),
      n i = n 0 ^ kron i 0 * n 1 ^ kron i 1 * n 2 ^ kron i 2 := by
    intro n i
    fin_cases i <;> simp [kron]
  rw [← hw, ← sphereInt_monomial _ _ _ (h4 k l i j)]
  congr 1
  funext n
  rw [hn n k, hn n l, hn n i, hn n j]
  ring
```

$$\int n_kn_ln_in_j\,d\Omega=\frac{4\pi}{15}(\delta_{kl}\delta_{ij}+\delta_{ki}\delta_{lj}+\delta_{kj}\delta_{li}).$$
The bracket is 3 for four equal indices, 1 for two different pairs, and 0 otherwise, which is the weight above. `decide` checks every choice of indices.

```lean
/-- The sphere integral of a product of two quadratic forms, in terms of traces. -/
theorem sphereInt_quadratic_mul (P R : Matrix (Fin 3) (Fin 3) ℝ) :
    sphereInt (fun n => (n ⬝ᵥ P *ᵥ n) * (n ⬝ᵥ R *ᵥ n)) =
      4 * π / 15 * (P.trace * R.trace + (P * R).trace + (P * Rᵀ).trace) := by
  have h : (fun n : Fin 3 → ℝ => (n ⬝ᵥ P *ᵥ n) * (n ⬝ᵥ R *ᵥ n)) = fun n =>
      ∑ x : (Fin 3 × Fin 3) × (Fin 3 × Fin 3), (P x.1.1 x.1.2 * R x.2.1 x.2.2) *
        (n x.1.1 * n x.1.2 * n x.2.1 * n x.2.2) := by
    funext n
    simp only [dotProduct, mulVec, Fintype.sum_prod_type, Fin.sum_univ_three]
    ring
  rw [h, sphereInt_sum (fun x : (Fin 3 × Fin 3) × (Fin 3 × Fin 3) =>
    P x.1.1 x.1.2 * R x.2.1 x.2.2) (fun x n => n x.1.1 * n x.1.2 * n x.2.1 * n x.2.2)
    (fun x => by fun_prop)]
  simp only [fourth_moment, Fintype.sum_prod_type, Fin.sum_univ_three, Matrix.trace,
    Matrix.diag_apply, Matrix.mul_apply, Matrix.transpose_apply, kron, Fin.isValue,
    Fin.reduceEq, reduceIte]
  push_cast
  ring
```

Contracting the fourth moment with $P_{kl}R_{ij}$ gives
$$\frac{4\pi}{15}\left[\mathrm{tr}P\,\mathrm{tr}R+\mathrm{tr}(PR)+\mathrm{tr}(PR^T)\right].$$
Lean expands the forms into monomials, applies linearity, and compares the sums with `ring`.

## The tensor and its special cases

```lean
/-- The dipolar tensor of the spin density `a + n·Qn` depends only on `Q`: it is `(4π/5)(Q + Qᵀ) -
(8π/15)(tr Q) 1`, where the last `1` is the identity matrix. -/
theorem dipolarTensor_quadratic (a : ℝ) (Q : Matrix (Fin 3) (Fin 3) ℝ) :
    dipolarTensor (fun n => a + n ⬝ᵥ Q *ᵥ n) =
      (4 * π / 5) • (Q + Qᵀ) - (8 * π / 15 * Q.trace) • (1 : Matrix (Fin 3) (Fin 3) ℝ) := by
  have hfin : ∀ i : Fin 3, i = 0 ∨ i = 1 ∨ i = 2 := by decide
  have hu : ∀ θ φ, dir θ φ ⬝ᵥ dir θ φ = 1 := by
    intro θ φ
    rw [dotProduct, Fin.sum_univ_three]
    change sin θ * cos φ * (sin θ * cos φ) + sin θ * sin φ * (sin θ * sin φ)
      + cos θ * cos θ = 1
    linear_combination sin θ ^ 2 * sin_sq_add_cos_sq φ + sin_sq_add_cos_sq θ
  ext i j
  -- on the unit sphere the density and the dipolar kernel are both quadratic forms
  let R : Matrix (Fin 3) (Fin 3) ℝ := Matrix.of fun k l =>
    3 * ((1 : Matrix (Fin 3) (Fin 3) ℝ) i k * (1 : Matrix (Fin 3) (Fin 3) ℝ) j l)
      - (1 : Matrix (Fin 3) (Fin 3) ℝ) i j * (1 : Matrix (Fin 3) (Fin 3) ℝ) k l
  have hP : ∀ n : Fin 3 → ℝ, n ⬝ᵥ (Q + a • (1 : Matrix (Fin 3) (Fin 3) ℝ)) *ᵥ n
      = a * (n ⬝ᵥ n) + n ⬝ᵥ Q *ᵥ n := by
    intro n
    simp only [dotProduct, mulVec, Fin.sum_univ_three, Matrix.add_apply, Matrix.smul_apply,
      smul_eq_mul, Matrix.one_apply, Fin.isValue, Fin.reduceEq, reduceIte]
    ring
  have hR : ∀ n : Fin 3 → ℝ, n ⬝ᵥ R *ᵥ n
      = 3 * n i * n j - (1 : Matrix (Fin 3) (Fin 3) ℝ) i j * (n ⬝ᵥ n) := by
    intro n
    rcases hfin i with rfl | rfl | rfl <;> rcases hfin j with rfl | rfl | rfl <;>
    simp only [R, dotProduct, mulVec, Fin.sum_univ_three, Matrix.of_apply,
      Matrix.one_apply, Fin.isValue, Fin.reduceEq, reduceIte] <;> ring
  have h : dipolarTensor (fun n => a + n ⬝ᵥ Q *ᵥ n) i j = sphereInt (fun n =>
      (n ⬝ᵥ (Q + a • (1 : Matrix (Fin 3) (Fin 3) ℝ)) *ᵥ n) * (n ⬝ᵥ R *ᵥ n)) := by
    simp only [dipolarTensor, Matrix.of_apply, sphereInt, hP, hR, hu, mul_one]
  rw [h, sphereInt_quadratic_mul]
  rcases hfin i with rfl | rfl | rfl <;> rcases hfin j with rfl | rfl | rfl <;>
  simp only [R, Matrix.trace, Matrix.diag_apply, Matrix.mul_apply, Matrix.transpose_apply,
    Fin.sum_univ_three, Matrix.add_apply, Matrix.sub_apply, Matrix.smul_apply, smul_eq_mul,
    Matrix.of_apply, Matrix.one_apply, Fin.isValue, Fin.reduceEq, reduceIte] <;> ring
```

Fix $i,j$. Since $n\cdot n=1$, the density is $n\cdot Pn$ with $P=Q+a\mathbf 1$, and the kernel is $n\cdot Rn$ with $R_{kl}=3\delta_{ik}\delta_{jl}-\delta_{ij}\delta_{kl}$. Then
$$\mathrm{tr}R=0,\quad \mathrm{tr}(PR)=3P_{ji}-\delta_{ij}\mathrm{tr}P,\quad \mathrm{tr}(PR^T)=3P_{ij}-\delta_{ij}\mathrm{tr}P,$$
so
$$T=\tfrac{4\pi}{5}(P+P^T)-\tfrac{8\pi}{15}(\mathrm{tr}P)\mathbf 1 .$$
The contribution of $a$ is $\frac{8\pi a}{5}-\frac{8\pi a}{5}=0$, leaving the same formula with $Q$ for $P$. In Lean, `hu` is $n\cdot n=1$, while `hP` and `hR` rewrite the density and the kernel.

```lean
/-- The axial spin density `a + b cos² θ` has the dipolar tensor `(8πb/15) diag(-1, -1, 2)`. -/
theorem dipolarTensor_axial (a b : ℝ) :
    dipolarTensor (fun n => a + b * n 2 ^ 2) =
      (8 * π * b / 15) • !![-1, 0, 0; 0, -1, 0; 0, 0, 2] := by
  have h : (fun n : Fin 3 → ℝ => a + b * n 2 ^ 2) =
      fun n => a + n ⬝ᵥ !![0, 0, 0; 0, 0, 0; 0, 0, b] *ᵥ n := by
    funext n
    simp [dotProduct, mulVec, Fin.sum_univ_three]
    ring
  rw [h, dipolarTensor_quadratic]
  ext i j
  fin_cases i <;> fin_cases j <;> simp [Matrix.trace, Fin.sum_univ_three] <;> ring
```

Take $Q=\mathrm{diag}(0,0,b)$. The $zz$ entry is $\frac{8\pi b}{5}-\frac{8\pi b}{15}=\frac{16\pi b}{15}$, the $xx$ and $yy$ entries are $-\frac{8\pi b}{15}$, and the others vanish.

For $a=7$, $b=15$, direct integration gives
$$T_{zz}=2\pi\int_{-1}^{1}(7+15u^2)(3u^2-1)\,du=2\pi(0+8)=16\pi,$$
in agreement with $T=8\pi\,\mathrm{diag}(-1,-1,2)$.

```lean
/-- A real p orbital with angular density `(c·n)²` has the dipolar tensor
`(8π/5)(cᵢcⱼ - |c|² δᵢⱼ/3)`. -/
theorem dipolarTensor_pOrbital (c : Fin 3 → ℝ) :
    dipolarTensor (fun n => (c ⬝ᵥ n) ^ 2) = (8 * π / 5) •
      (vecMulVec c c - ((c ⬝ᵥ c) / 3) • (1 : Matrix (Fin 3) (Fin 3) ℝ)) := by
  have h : (fun n : Fin 3 → ℝ => (c ⬝ᵥ n) ^ 2) =
      fun n => 0 + n ⬝ᵥ vecMulVec c c *ᵥ n := by
    funext n
    simp only [dotProduct, mulVec, Fin.sum_univ_three, vecMulVec_apply]
    ring
  rw [h, dipolarTensor_quadratic]
  ext i j
  simp only [Matrix.trace, Matrix.diag_apply, dotProduct, Fin.sum_univ_three, vecMulVec_apply,
    Matrix.add_apply, Matrix.sub_apply, Matrix.smul_apply, Matrix.transpose_apply, smul_eq_mul]
  ring
```

Here $Q_{ij}=c_ic_j$, so $\mathrm{tr}Q=|c|^2$ and the general formula gives the result. The vector $c$ need not be normalised. A normalised p orbital has $|c|^2=3/(4\pi)$; along $z$ its tensor is $\mathrm{diag}(-\frac25,-\frac25,\frac45)$.

```lean
/-- The dipolar tensor of `a + n·Qn` vanishes exactly when the symmetric part of `Q` is
isotropic. -/
theorem dipolarTensor_eq_zero_iff (a : ℝ) (Q : Matrix (Fin 3) (Fin 3) ℝ) :
    dipolarTensor (fun n => a + n ⬝ᵥ Q *ᵥ n) = 0 ↔
      Q + Qᵀ = (2 / 3 * Q.trace) • (1 : Matrix (Fin 3) (Fin 3) ℝ) := by
  have h : (4 * π / 5) • (Q + Qᵀ) - (8 * π / 15 * Q.trace) • (1 : Matrix (Fin 3) (Fin 3) ℝ)
      = (4 * π / 5) • (Q + Qᵀ - (2 / 3 * Q.trace) • (1 : Matrix (Fin 3) (Fin 3) ℝ)) := by
    module
  have hpi : 4 * π / 5 ≠ 0 := by positivity
  rw [dipolarTensor_quadratic, h, smul_eq_zero, or_iff_right hpi, sub_eq_zero]

end

end DipolarHyperfine
```

Factoring out $4\pi/5\neq0$ shows that $T=0$ exactly when $Q+Q^T=\frac23(\mathrm{tr}Q)\mathbf 1$. The antisymmetric part of $Q$ is unrestricted, as it contributes nothing to $n\cdot Qn$.

The sphere integral could also have been defined through the rotation-invariant surface measure. Symmetry would then fix the fourth moment up to one constant, but recovering the integral over $\theta$ and $\phi$ would take a change of variables.

```lean
#print axioms DipolarHyperfine.dipolarTensor_quadratic
#print axioms DipolarHyperfine.dipolarTensor_axial
#print axioms DipolarHyperfine.dipolarTensor_pOrbital
#print axioms DipolarHyperfine.dipolarTensor_eq_zero_iff
```

```
'DipolarHyperfine.dipolarTensor_quadratic' depends on axioms: [propext, Classical.choice, Quot.sound]
'DipolarHyperfine.dipolarTensor_axial' depends on axioms: [propext, Classical.choice, Quot.sound]
'DipolarHyperfine.dipolarTensor_pOrbital' depends on axioms: [propext, Classical.choice, Quot.sound]
'DipolarHyperfine.dipolarTensor_eq_zero_iff' depends on axioms: [propext, Classical.choice, Quot.sound]
```
